# Integer character rows of degenerate species in finite point groups contain zeros

Suppose a program assigns a symmetry species to a set of degenerate orbitals by computing the trace of each symmetry operation in that set and comparing it with the tabulated character. If the comparison uses a relative error, it divides by the tabulated value. For the species $E$ of $C_{3v}$ this is a division by zero at all three reflections, and a correct trace that differs from zero by rounding is reported as an infinite error. The same failure awaits every degenerate species whose characters are integers, because each such row has a zero somewhere. Here a species means an irreducible representation over the complex numbers. This excludes the combined row $2,-1,-1$ for $E$ of $C_3$, which is the sum of two complex-conjugate one-dimensional species and has no zero.

## The number of zeros is at least $d^2-1$

Let $G$ be a finite group with $|G|$ operations, and let $\chi(g)$ be the integer entry of a character row at the operation $g$. Write $1$ for the identity operation and $d=\chi(1)$ for the entry there, which for a symmetry species is its degeneracy. The row is normalized when

$$\sum_{g\in G}\chi(g)^2=|G| .$$

For a representation that is irreducible over the complex numbers and has real characters, this is the orthogonality relation of the row with itself. Let $n_0$ be the number of operations with $\chi(g)=0$. Then

$$n_0=\sum_{g:\,\chi(g)\neq 0}\bigl(\chi(g)^2-1\bigr),\qquad n_0\ \ge\ \chi(g)^2-1\ \text{ for every } g .$$

At the identity the bound reads $n_0\ge d^2-1$. A doubly degenerate species with an integer row therefore has at least three zeros, and a triply degenerate one at least eight. The count runs over operations, so a zero in the column of a class with eight members counts eight times.

## Relative errors, projectors and damaged tables

In electronic-structure codes that label orbitals by a finite point group, the result concerns the degenerate species with integer rows, and there it has three practical consequences.

Traces should be compared with tabulated characters by absolute difference, or by a mixed tolerance that stays finite at zero. Any formula that divides by each entry of a row needs the same care.

The projector onto a species,

$$P=\frac{d}{|G|}\sum_{g}\chi(g)^*R(g),$$

where $R(g)$ is the matrix of the operation $g$ in the chosen basis, has no contribution from operations with zero character. At least $d^2-1$ of the matrices need not be applied.

Finally, an integer row with fewer than $d^2-1$ zeros, counted over operations, doesn't obey the sum rule and so isn't the row of a species in the sense used here. It may contain a wrong entry, or it may be a combined row such as that of $E$ in $C_3$. The converse test is weaker: a row may have enough zeros and still be wrong, so the count doesn't replace the sum rule.

## Counting the excess over one

Subtract one from each squared entry and sum over the group:

$$\sum_{g}\bigl(\chi(g)^2-1\bigr)=|G|-|G|=0 .$$

Split this sum into the operations where $\chi$ vanishes and those where it doesn't. Each zero contributes $-1$, so

$$-n_0+\sum_{g:\,\chi(g)\ne0}\bigl(\chi(g)^2-1\bigr)=0,$$

which is the identity for $n_0$.

A nonzero integer has square at least one, so every term in the remaining sum is nonnegative. Keeping the term of one operation $g$ and discarding the others gives $\chi(g)^2-1\le n_0$. If $\chi(g)=0$, the left side is $-1$ and the bound holds trivially. For $d>1$ the identity term gives $n_0\ge d^2-1>0$, so a zero exists.

To see when the bound at the identity is attained, let $d\ne0$ and separate the identity term:

$$n_0=(d^2-1)+\sum_{g\neq 1,\;\chi(g)\ne0}\bigl(\chi(g)^2-1\bigr).$$

Equality $n_0=d^2-1$ means that the last sum is zero. Its terms are nonnegative, so each must vanish, and every nonzero entry away from the identity is $1$ or $-1$. Conversely, if all entries away from the identity are $0$, $1$ or $-1$, the last sum is zero.

The species $E$ of $C_{3v}$ has entry $2$ at the identity, $-1$ at two rotations and $0$ at three reflections. The squares sum to $4+2=6$, and there are $3=2^2-1$ zeros. The species $T_2$ of $T_d$ has entry $3$ at the identity, $0$ at eight threefold rotations and $\pm1$ at the other fifteen operations. The squares sum to $9+15=24$, and there are $8=3^2-1$ zeros.

## Complex rows with an integer product

For complex entries the normalization is $\sum_g|\chi(g)|^2=|G|$. Assume that $|\chi(1)|>1$ and that the product of all entries is an integer $N$. Suppose that no entry vanishes, and set $x_g=|\chi(g)|^2>0$. The inequality $x\le e^{x-1}$ holds for every real $x$ and is strict for $x\ne1$. It is therefore strict at the identity, and multiplying over the group gives

$$N^2=\prod_g x_g<\prod_g e^{x_g-1}=\exp\Bigl(\sum_g(x_g-1)\Bigr)=e^0=1 .$$

The only integer with $N^2<1$ is $N=0$, but a product of nonzero entries isn't zero. This contradiction shows that some entry vanishes.

## What fails without integer entries

On a group of two operations, take the entries $7/5$ at the identity and $1/5$ at the other operation. Their squares sum to $49/25+1/25=2$, and the identity entry exceeds one, yet neither entry is zero. The derivation breaks at the nonnegative terms: the entry $1/5$ contributes $1/25-1<0$. The product of the entries is $7/25$, so the assumption of the complex version fails too. This row is only an array of numbers and not the character of a representation, whose identity entry would be a whole-number dimension.

## Definitions and theorems in Lean

```lean
import Mathlib

open Finset

namespace CharacterRowZeros

variable {G : Type*} [Fintype G]

/-- An integer character row is normalized when its squared entries, summed over all
group operations, give the order of the group. -/
def IsNormalizedRow (χ : G → ℤ) : Prop :=
  ∑ g, χ g ^ 2 = (Fintype.card G : ℤ)

/-- The group operations at which the row vanishes. -/
def zeros (χ : G → ℤ) : Finset G :=
  univ.filter (fun g => χ g = 0)

/-- In a normalized integer row the number of zeros equals the total excess of the
squared nonzero entries over one. -/
theorem card_zeros_eq (χ : G → ℤ) (h : IsNormalizedRow χ) :
    ((zeros χ).card : ℤ) = ∑ g ∈ univ.filter (fun g => χ g ≠ 0), (χ g ^ 2 - 1) := by
  -- the excess summed over the whole group vanishes
  have htot : ∑ g, (χ g ^ 2 - 1) = 0 := by
    unfold IsNormalizedRow at h
    rw [Finset.sum_sub_distrib, h]
    simp
  have hsplit : ∑ g ∈ zeros χ, (χ g ^ 2 - 1)
      + ∑ g ∈ univ.filter (fun g => χ g ≠ 0), (χ g ^ 2 - 1) = ∑ g, (χ g ^ 2 - 1) :=
    Finset.sum_filter_add_sum_filter_not univ (fun g => χ g = 0) (fun g => χ g ^ 2 - 1)
  -- each zero contributes minus one
  have hz : ∑ g ∈ zeros χ, (χ g ^ 2 - 1) = -((zeros χ).card : ℤ) := by
    have hc : ∑ g ∈ zeros χ, (χ g ^ 2 - 1) = ∑ _g ∈ zeros χ, (-1 : ℤ) := by
      refine Finset.sum_congr rfl fun g hg => ?_
      have h0 : χ g = 0 := (Finset.mem_filter.1 hg).2
      rw [h0]
      norm_num
    rw [hc]
    simp
  linarith

/-- A nonzero integer entry has squared value at least one. -/
theorem excess_nonneg {n : ℤ} (hn : n ≠ 0) : 0 ≤ n ^ 2 - 1 := by
  have : 0 < n ^ 2 := by positivity
  linarith [Int.add_one_le_iff.2 this]

/-- The square of any entry of a normalized integer row exceeds the number of zeros of
the row by at most one. -/
theorem sq_sub_one_le_card_zeros (χ : G → ℤ) (h : IsNormalizedRow χ) (g : G) :
    χ g ^ 2 - 1 ≤ ((zeros χ).card : ℤ) := by
  by_cases h0 : χ g = 0
  · have : (0 : ℤ) ≤ ((zeros χ).card : ℤ) := Int.natCast_nonneg _
    rw [h0]
    linarith
  · rw [card_zeros_eq χ h]
    exact Finset.single_le_sum (f := fun x => χ x ^ 2 - 1)
      (fun x hx => excess_nonneg (Finset.mem_filter.1 hx).2)
      (Finset.mem_filter.2 ⟨Finset.mem_univ g, h0⟩)

variable [Group G]

/-- A normalized integer row whose entry at the identity exceeds one vanishes at some
group operation. -/
theorem exists_zero_of_degenerate (χ : G → ℤ) (h : IsNormalizedRow χ) (hdeg : 1 < χ 1) :
    ∃ g, χ g = 0 := by
  have hb := sq_sub_one_le_card_zeros χ h 1
  have hpos : (0 : ℤ) < ((zeros χ).card : ℤ) := by nlinarith
  obtain ⟨g, hg⟩ := Finset.card_pos.1 (Int.natCast_pos.1 hpos)
  exact ⟨g, (Finset.mem_filter.1 hg).2⟩

/-- For a normalized integer row with nonzero entry at the identity, the number of zeros
is the squared identity entry minus one exactly when every other entry is 0, 1 or -1. -/
theorem card_zeros_minimal_iff (χ : G → ℤ) (h : IsNormalizedRow χ) (h1 : χ 1 ≠ 0) :
    ((zeros χ).card : ℤ) = χ 1 ^ 2 - 1 ↔ ∀ g, g ≠ 1 → |χ g| ≤ 1 := by
  classical
  have hid := card_zeros_eq χ h
  -- separate the identity from the other nonzero entries
  have hs : (χ 1 ^ 2 - 1) + ∑ g ∈ (univ.filter (fun g => χ g ≠ 0)).erase 1, (χ g ^ 2 - 1)
      = ∑ g ∈ univ.filter (fun g => χ g ≠ 0), (χ g ^ 2 - 1) :=
    Finset.add_sum_erase _ (fun g => χ g ^ 2 - 1)
      (Finset.mem_filter.2 ⟨Finset.mem_univ 1, h1⟩)
  have hnn : ∀ g ∈ (univ.filter (fun g => χ g ≠ 0)).erase 1, 0 ≤ χ g ^ 2 - 1 :=
    fun g hg => excess_nonneg (Finset.mem_filter.1 (Finset.mem_of_mem_erase hg)).2
  constructor
  · intro he g hg
    by_cases h0 : χ g = 0
    · simp [h0]
    · have hsum : ∑ g ∈ (univ.filter (fun g => χ g ≠ 0)).erase 1, (χ g ^ 2 - 1) = 0 := by
        linarith
      have hx : χ g ^ 2 - 1 = 0 := (Finset.sum_eq_zero_iff_of_nonneg hnn).1 hsum g
        (Finset.mem_erase.2 ⟨hg, Finset.mem_filter.2 ⟨Finset.mem_univ g, h0⟩⟩)
      exact abs_le.2 ⟨by nlinarith, by nlinarith⟩
  · intro hall
    have hsum : ∑ g ∈ (univ.filter (fun g => χ g ≠ 0)).erase 1, (χ g ^ 2 - 1) = 0 := by
      refine Finset.sum_eq_zero fun g hg => ?_
      obtain ⟨hg1, hg2⟩ := Finset.mem_erase.1 hg
      have h0 : χ g ≠ 0 := (Finset.mem_filter.1 hg2).2
      obtain ⟨ha, hb⟩ := abs_le.1 (hall g hg1)
      have hc : χ g = 1 ∨ χ g = -1 := by omega
      rcases hc with hc | hc <;> rw [hc] <;> norm_num
    linarith

/-- A complex row with squared moduli summing to the group order, identity entry of
modulus above one, and an integer as the product of all its entries has a zero. -/
theorem exists_zero_of_integer_product (χ : G → ℂ)
    (h : ∑ g, ‖χ g‖ ^ 2 = (Fintype.card G : ℝ)) (hdeg : 1 < ‖χ 1‖)
    (N : ℤ) (hN : ∏ g, χ g = (N : ℂ)) : ∃ g, χ g = 0 := by
  by_contra hcon
  have hne : ∀ g, χ g ≠ 0 := fun g hg => hcon ⟨g, hg⟩
  -- compare each factor x with exp (x - 1), strictly at the identity
  have hlt : ∏ g, ‖χ g‖ ^ 2 < ∏ g, Real.exp (‖χ g‖ ^ 2 - 1) := by
    refine Finset.prod_lt_prod (fun g _ => pow_pos (norm_pos_iff.2 (hne g)) 2)
      (fun g _ => by linarith [Real.add_one_le_exp (‖χ g‖ ^ 2 - 1)])
      ⟨1, Finset.mem_univ 1, ?_⟩
    have hx : 0 < ‖χ 1‖ ^ 2 - 1 := by nlinarith
    linarith [Real.add_one_lt_exp hx.ne']
  have hzero : ∑ g, (‖χ g‖ ^ 2 - 1) = 0 := by
    rw [Finset.sum_sub_distrib, h]
    simp
  rw [← Real.exp_sum, hzero, Real.exp_zero, Finset.prod_pow, ← norm_prod, hN,
    Complex.norm_intCast, sq_abs] at hlt
  -- an integer with square below one is zero, but no factor vanishes
  have hlt' : N ^ 2 < 1 := by exact_mod_cast hlt
  have hN0 : N ≠ 0 := by
    intro h0
    have hp : ∏ g, χ g ≠ 0 := Finset.prod_ne_zero_iff.2 fun g _ => hne g
    apply hp
    rw [hN, h0, Int.cast_zero]
  linarith [excess_nonneg hN0]

/-- The row on permutations of `n` vertices whose entry is the number of fixed vertices
minus one. -/
def vertexRow (n : ℕ) (σ : Equiv.Perm (Fin n)) : ℤ :=
  ((univ.filter (fun i => σ i = i)).card : ℤ) - 1

/-- For three and for four vertices the vertex row is normalized, with identity entry 2
and 3, and it has exactly 3 and 8 zeros. -/
theorem vertexRow_witness :
    (IsNormalizedRow (vertexRow 3) ∧ vertexRow 3 1 = 2 ∧ (zeros (vertexRow 3)).card = 3) ∧
    (IsNormalizedRow (vertexRow 4) ∧ vertexRow 4 1 = 3 ∧ (zeros (vertexRow 4)).card = 8) := by
  unfold IsNormalizedRow
  decide +kernel

/-- A rational row on the two-element group, with entries 7/5 and 1/5. -/
def rationalRow (g : ℤˣ) : ℚ := if g = 1 then 7 / 5 else 1 / 5

/-- The rational row has squares summing to the group order and identity entry above one,
yet it has no zero. -/
theorem integrality_needed :
    ∑ g, rationalRow g ^ 2 = (Fintype.card ℤˣ : ℚ) ∧ 1 < rationalRow 1 ∧
      ∀ g, rationalRow g ≠ 0 := by
  decide +kernel

end CharacterRowZeros
```

```lean
#print axioms CharacterRowZeros.exists_zero_of_degenerate
#print axioms CharacterRowZeros.card_zeros_minimal_iff
#print axioms CharacterRowZeros.exists_zero_of_integer_product
#print axioms CharacterRowZeros.integrality_needed
```

```
'CharacterRowZeros.exists_zero_of_degenerate' depends on axioms: [propext, Classical.choice, Quot.sound]
'CharacterRowZeros.card_zeros_minimal_iff' depends on axioms: [propext, Classical.choice, Quot.sound]
'CharacterRowZeros.exists_zero_of_integer_product' depends on axioms: [propext, Classical.choice, Quot.sound]
'CharacterRowZeros.integrality_needed' depends on axioms: [propext, Classical.choice, Quot.sound]
```

## Rows as functions, with the sum rule as a hypothesis

The row is a function `χ : G → ℤ` on a finite type `G`, with one value per operation and not per class. `IsNormalizedRow χ` is the sum rule, and `zeros χ` is the finite set of operations with zero entry. Its size is converted to an integer in the statements, so that it can be compared with `χ g ^ 2 - 1`.

The identity for $n_0$ and the bound for an arbitrary entry need no group structure. The group enters with `[Group G]`, which supplies the identity element `1`. The theorem `exists_zero_of_degenerate` then says that a normalized integer row with `1 < χ 1` has some `g` with `χ g = 0`. The equality criterion, `card_zeros_minimal_iff`, assumes `χ 1 ≠ 0`, which holds for every actual species because its degeneracy is positive.

Nothing requires `χ` to be the trace of a representation, or even to be constant on classes. The theorems therefore apply to any integer array that obeys the sum rule. In return, the sum rule has to come from elsewhere: for the character of a representation it expresses irreducibility over the complex numbers, and the file doesn't derive it from matrices. An accidental degeneracy shows why this matters. Two totally symmetric orbitals at the same energy have trace $2$ at every operation and no zero, and their squared traces sum to $4|G|$.

In `exists_zero_of_integer_product` the entries are complex and `‖χ g‖` is the modulus. The hypothesis `hN` says that the product of all entries is the integer `N`. Burnside's theorem on zeros of characters needs no such assumption: it covers every irreducible complex character of degree above one, and the integrality of the product follows there from the arithmetic of characters. Here it is assumed, so for rows with irrational entries, such as those of some icosahedral species, it must be supplied separately.

The statements concern exact numbers. They give no tolerance for deciding whether a floating-point trace is zero, and they don't say at which operation the zero lies.

## How the proofs follow the counting

In `card_zeros_eq`, the step `htot` is the vanishing total, `hsplit` separates zero from nonzero entries, and `hz` evaluates the contribution of the zeros as minus their number. `linarith` combines the three.

The lemma `excess_nonneg` uses the fact that a positive integer is at least one. With it, `sq_sub_one_le_card_zeros` treats a zero entry directly and otherwise applies `Finset.single_le_sum`, which bounds one term by a sum of nonnegative terms. The main theorem takes this bound at the identity. `nlinarith` deduces that the number of zeros is positive, and a member of the nonempty set is the required operation.

For the equality criterion, `Finset.add_sum_erase` separates the identity term. In one direction, a zero sum of nonnegative terms forces each term to vanish. In the other, `omega` finds that a nonzero integer between $-1$ and $1$ is one of the two endpoints, so its term is zero.

The complex proof assumes that there is no zero. `Finset.prod_lt_prod` multiplies the exponential inequalities, with the strict one at the identity, and `Real.exp_sum` turns the product of exponentials into the exponential of a sum. The result is `N ^ 2 < 1`, which contradicts `excess_nonneg` for the nonzero integer `N`.

The examples are settled by `decide +kernel`, which evaluates the finite statements. `vertexRow n` assigns to each permutation of `n` vertices the number of fixed vertices minus one. For three and four vertices these are the rows of $E$ in $C_{3v}$ and $T_2$ in $T_d$ given above, and `vertexRow_witness` confirms their normalization, identity entries and numbers of zeros. `integrality_needed` checks the rational row with entries $7/5$ and $1/5$.
